# Coefficients of a formal power series under a derivation extended term by term

Let `A` be a commutative algebra over the rationals and `D` a rational-linear derivation of it, and let `hat D` act on a formal power series over `A` by applying `D` to each coefficient. The lemma `coeff_hat` states that the `n`-th coefficient of `hat D F` is `D` applied to the `n`-th coefficient of `F`. In physics such a series can stand for an observable expanded in a formal parameter, with `D` differentiating each order separately; the lemma itself fixes no such reading, and no convergence is assumed. The attempt gives `coeff_mk _ _` as the whole proof, the Mathlib lemma that reads a coefficient off a series built with `PowerSeries.mk`.

The first attempt, which Lean rejects:

```lean
import Mathlib

open Finset.HasAntidiagonal (antidiagonal mem_antidiagonal)
open PowerSeries (coeff C coeff_mk)
open scoped PowerSeries

namespace StandardOrderedStar

noncomputable section

variable {R A : Type*} [CommRing R] [Algebra ℚ R] [CommRing A] [Algebra ℚ A]

/-- A derivation of `A` acting on each coefficient of a formal power series. -/
def hat (D : Derivation ℚ A A) : Module.End ℚ A⟦X⟧ where
  toFun F := PowerSeries.mk fun n => D.toLinearMap (coeff n F)
  map_add' F G := PowerSeries.ext fun n => by simp only [coeff_mk, map_add]
  map_smul' c F := PowerSeries.ext fun n => by
    rw [RingHom.id_apply, map_rat_smul (coeff n), coeff_mk, coeff_mk,
      map_rat_smul (coeff n), map_smul]

/-- The coefficientwise derivation acts on the `n`-th coefficient by the original one. -/
theorem coeff_hat (D : Derivation ℚ A A) (n : ℕ) (F : A⟦X⟧) :
    coeff n (hat D F) = D.toLinearMap (coeff n F) :=
  coeff_mk _ _

end

end StandardOrderedStar
```

Compiling this gives:

```
Main.lean:24:2: error: Type mismatch
  coeff_mk ?m.34 ?m.35
has type
  (coeff ?m.34) (PowerSeries.mk ?m.35) = ?m.35 ?m.34
but is expected to have type
  (coeff n) ((hat D) F) = ↑D ((coeff n) F)
```

What went wrong. The error says that `coeff_mk` speaks of a series written `PowerSeries.mk ?m.35`, while the goal has `(hat D) F`. The two underscores left Lean to find both the index and the coefficient function, and the message shows both still unknown, as `?m.34` and `?m.35`. To find the function, Lean had to see through the definition of `hat` and its application as a linear map while matching against an unknown, and this did not succeed.

The statement was sound, and only its proof changes. The `change` line writes the series out as `PowerSeries.mk fun m => D.toLinearMap (coeff m F)`. Lean accepts this because it equals `hat D F` by definition, and with the function now given, Lean only has to check the equality. The left side then has the form that `coeff_mk` expects, so `rw [coeff_mk]` replaces it with the function's value at `n`. That is the right side of the goal, and `rw` closes it by reflexivity. The added `by` allows the proof to be written as these two steps.

As a diff, the version that Lean accepts:

```diff
@@ -21,6 +21,7 @@
 /-- The coefficientwise derivation acts on the `n`-th coefficient by the original one. -/
 theorem coeff_hat (D : Derivation ℚ A A) (n : ℕ) (F : A⟦X⟧) :
-    coeff n (hat D F) = D.toLinearMap (coeff n F) :=
-  coeff_mk _ _
+    coeff n (hat D F) = D.toLinearMap (coeff n F) := by
+  change coeff n (PowerSeries.mk fun m => D.toLinearMap (coeff m F)) = _
+  rw [coeff_mk]
 
 end
```
